# Round-off in one step of inverse iteration is controlled by the gap to the other eigenvalues

Round-off has to be given a mathematical form before anything can be proved about it. Here it is a linear map \(E\) added to the shifted operator: the computed vector \(y\) does not solve \((A-s)y=x\), but it solves the perturbed equation

\[
(A-s+E)\,y=x,\qquad \|Ez\|\le \varepsilon\|z\|\ \text{ for all } z .
\]

This is the backward-error description of a linear solver. The number \(\varepsilon\), `eps` in the code, stands for the quality of the solve. It is an absolute size with the units of \(A\), so for a backward-stable solver it is of the order of the machine precision times \(\|A-s\|\), up to a factor that depends on the dimension. \(E\) need not be symmetric and may differ from one solve to the next. That a particular floating-point routine produces such an \(E\) is assumed, as is the existence of the solution \(y\).

The operator \(A\) is symmetric on a real or complex inner product space \(H\), with scalars `𝕜`. It has a unit eigenvector \(u\) with real eigenvalue \(l\), and the shift \(s\) is a scalar. As \(s\) approaches \(l\), the equation becomes nearly singular and its solution very sensitive to \(E\). The result is that this sensitivity does not spoil the direction of \(y\), provided that \(\varepsilon\) and \(\|x\|/\|y\|\) are both small compared with a lower bound \(g\) for \(A-s\) on the complement of \(u\).

## Error as the component off the eigenvector

The part of \(y\) that does not point along \(u\) is

\[
Py = y-\langle u,y\rangle u ,
\]

written `offAxis 𝕜 u y`. The inner product is linear in its second argument.

In Lean 4 with Mathlib:

```lean
import Mathlib

open scoped InnerProductSpace

namespace InverseIterationRoundOff

noncomputable section

variable {𝕜 H : Type*} [RCLike 𝕜] [NormedAddCommGroup H] [InnerProductSpace 𝕜 H]

variable (𝕜) in
/-- The part of `y` left after subtracting `⟨u, y⟩ u`; for a unit vector `u` it is the
component of `y` orthogonal to `u`. -/
def offAxis (u y : H) : H := y - ⟪u, y⟫_𝕜 • u
```

Only the direction of \(y\) matters, so the error is measured on \(y/\|y\|\). For this unit vector, \(\|P(y/\|y\|)\|\) is the sine of the angle between \(y\) and the line through \(u\).

```lean
variable (𝕜) in
/-- The vector `y / ‖y‖`, for nonzero `y`. -/
def normalized (y : H) : H := ((‖y‖⁻¹ : ℝ) : 𝕜) • y
```

The physical input is a gap \(g\): for every \(w\) orthogonal to \(u\),

\[
g\|w\|\le\|(A-s)w\| .
\]

For a matrix Hamiltonian, the largest possible \(g\) is the distance from the shift \(s\), not from \(l\), to the nearest of the other eigenvalues, counted with multiplicity.

```lean
/-- On vectors orthogonal to `u`, the shifted operator `A - s` is bounded below by `g`. -/
def HasGap (A : H →ₗ[𝕜] H) (u : H) (s : 𝕜) (g : ℝ) : Prop :=
  ∀ w : H, ⟪u, w⟫_𝕜 = 0 → g * ‖w‖ ≤ ‖A w - s • w‖
```

One particular perturbation will serve to test the final bound: \(Ez=-\varepsilon\langle y,z\rangle v\), which pushes everything it receives into a chosen direction \(v\).

```lean
variable (𝕜) in
/-- The linear map `z ↦ -eps ⟨y, z⟩ v`, of rank at most one. -/
def alignedNoise (eps : ℝ) (y v : H) : H →ₗ[𝕜] H where
  toFun z := (-((eps : 𝕜) * ⟪y, z⟫_𝕜)) • v
  map_add' a b := by rw [inner_add_right]; module
  map_smul' c a := by
    rw [inner_smul_right, RingHom.id_apply]
    module
```

## Removing the component along \(u\)

Since \(\|u\|=1\), the vector \(Py\) is orthogonal to \(u\):

\[
\langle u,Py\rangle=\langle u,y\rangle-\langle u,y\rangle\|u\|^2=0 .
\]

```lean
variable {A E : H →ₗ[𝕜] H} {u x y : H} {s : 𝕜} {l g eps : ℝ}

/-- For a unit vector `u`, the off-axis part of any vector is orthogonal to `u`. -/
theorem inner_offAxis (hn : ‖u‖ = 1) (y : H) : ⟪u, offAxis 𝕜 u y⟫_𝕜 = 0 := by
  unfold offAxis
  rw [inner_sub_right, inner_smul_right, inner_self_eq_norm_sq_to_K, hn]
  simp
```

Removing the component does not lengthen a vector. By the orthogonality just shown and the Cauchy–Schwarz inequality,

\[
\|Py\|^2=\langle Py,y\rangle-\langle u,y\rangle\langle Py,u\rangle=\langle Py,y\rangle\le\|Py\|\,\|y\| .
\]

If \(\|Py\|\) were larger than \(\|y\|\), it would be positive, and multiplying \(\|y\|<\|Py\|\) by it would contradict this inequality.

```lean
/-- For a unit vector `u`, removing the component along `u` does not lengthen a vector. -/
theorem norm_offAxis_le (hn : ‖u‖ = 1) (y : H) : ‖offAxis 𝕜 u y‖ ≤ ‖y‖ := by
  have h0 : ⟪offAxis 𝕜 u y, u⟫_𝕜 = 0 := inner_eq_zero_symm.mp (inner_offAxis hn y)
  have h1 : ⟪offAxis 𝕜 u y, offAxis 𝕜 u y⟫_𝕜 = ⟪offAxis 𝕜 u y, y⟫_𝕜 := by
    calc ⟪offAxis 𝕜 u y, offAxis 𝕜 u y⟫_𝕜
        = ⟪offAxis 𝕜 u y, y - ⟪u, y⟫_𝕜 • u⟫_𝕜 := rfl
      _ = ⟪offAxis 𝕜 u y, y⟫_𝕜 := by
        rw [inner_sub_right, inner_smul_right, h0, mul_zero, sub_zero]
  have h2 : ‖offAxis 𝕜 u y‖ * ‖offAxis 𝕜 u y‖ ≤ ‖offAxis 𝕜 u y‖ * ‖y‖ := by
    rw [← inner_self_eq_norm_mul_norm (𝕜 := 𝕜), h1]
    exact (RCLike.re_le_norm _).trans (norm_inner_le_norm _ _)
  by_contra h
  have h3 := not_le.mp h
  have h4 := mul_lt_mul_of_pos_left h3 ((norm_nonneg y).trans_lt h3)
  linarith
```

Symmetry lets \(A\) act on \(u\) instead of \(y\), and \(l\) is real, so

\[
\langle u,(A-s)y\rangle=\langle Au,y\rangle-s\langle u,y\rangle=(l-s)\langle u,y\rangle .
\]

```lean
/-- For symmetric `A` with `A u = l u`, the component of `(A - s) y` along `u` is `l - s`
times that of `y`. -/
theorem inner_shift (hA : A.IsSymmetric) (hu : A u = (l : 𝕜) • u) (y : H) :
    ⟪u, A y - s • y⟫_𝕜 = ((l : 𝕜) - s) * ⟪u, y⟫_𝕜 := by
  rw [inner_sub_right, ← hA u y, hu, inner_smul_left, inner_smul_right, RCLike.conj_ofReal]
  ring
```

## The error bound does not contain \(l-s\)

The last identity shows that \(P\) commutes with \(A-s\):

\[
(A-s)Py=(A-s)y-(l-s)\langle u,y\rangle u=P(A-s)y .
\]

Now write the perturbed equation as \((A-s)y=x-Ey\) and apply \(P\). The gap applies to \(Py\), and therefore

\[
g\|Py\|\le\|(A-s)Py\|=\|P(x-Ey)\|\le\|x-Ey\|\le\|x\|+\varepsilon\|y\| .
\]

For \(y\neq0\), division by \(g\|y\|\) gives

\[
\left\|P\frac{y}{\|y\|}\right\|\le\frac{1}{g}\left(\frac{\|x\|}{\|y\|}+\varepsilon\right).
\]

The order of operations matters. Anyone who first writes \(y=(A-s)^{-1}(x-Ey)\) and takes norms picks up \(\|(A-s)^{-1}\|\), which is at least \(1/|l-s|\), and concludes that round-off is disastrous. Projecting before taking norms avoids this factor, because the large amplification acts along \(u\), where it does no harm.

In the theorem, `hA`, `hn` and `hu` say that \(A\) is symmetric and \(u\) is a unit eigenvector, `hgap` and `hE` are the two bounds, and `h` is the perturbed equation. Nothing forbids \(s=l\). The conclusion also records that the normalised vector has norm one, which uses \(y\neq0\). In the proof, `hcomm` is the commutation, `hcore` is the chain of inequalities, and `hscale` moves the factor \(1/\|y\|\) through \(P\).

```lean
/-- Error bound for one perturbed step of inverse iteration. Let `A` be symmetric with unit
eigenvector `u`, let `A - s` be bounded below by `g > 0` orthogonally to `u`, and let
`‖E z‖ ≤ eps ‖z‖`. If `(A - s + E) y = x` with `y ≠ 0`, then `y / ‖y‖` is a unit vector whose
component orthogonal to `u` has norm at most `(‖x‖ / ‖y‖ + eps) / g`. -/
theorem inverse_iteration_error (hA : A.IsSymmetric) (hn : ‖u‖ = 1)
    (hu : A u = (l : 𝕜) • u) (hg : 0 < g) (hgap : HasGap A u s g)
    (hE : ∀ z, ‖E z‖ ≤ eps * ‖z‖) (h : A y - s • y + E y = x) (hy : y ≠ 0) :
    ‖normalized 𝕜 y‖ = 1 ∧
      ‖offAxis 𝕜 u (normalized 𝕜 y)‖ ≤ (‖x‖ / ‖y‖ + eps) / g := by
  have hpos : 0 < ‖y‖ := norm_pos_iff.mpr hy
  have hc : ‖((‖y‖⁻¹ : ℝ) : 𝕜)‖ = ‖y‖⁻¹ := by
    rw [RCLike.norm_ofReal, abs_of_pos (inv_pos.mpr hpos)]
  -- removing the component along `u` commutes with `A - s`
  have hcomm : A (offAxis 𝕜 u y) - s • offAxis 𝕜 u y = offAxis 𝕜 u (A y - s • y) := by
    unfold offAxis
    rw [inner_shift hA hu, map_sub, map_smul, hu]
    module
  -- the equation off the axis, where `A - s` is bounded below by `g`
  have hcore : g * ‖offAxis 𝕜 u y‖ ≤ ‖x‖ + eps * ‖y‖ := by
    have h1 := hgap _ (inner_offAxis hn y)
    rw [hcomm, eq_sub_of_add_eq h] at h1
    have h2 := norm_offAxis_le (𝕜 := 𝕜) hn (x - E y)
    have h3 := norm_sub_le x (E y)
    linarith [hE y]
  have hscale : offAxis 𝕜 u (normalized 𝕜 y) = ((‖y‖⁻¹ : ℝ) : 𝕜) • offAxis 𝕜 u y := by
    unfold offAxis normalized
    rw [inner_smul_right]
    module
  refine ⟨by rw [normalized, norm_smul, hc, inv_mul_cancel₀ hpos.ne'], ?_⟩
  rw [hscale, norm_smul, hc, le_div_iff₀ hg]
  calc ‖y‖⁻¹ * ‖offAxis 𝕜 u y‖ * g = ‖y‖⁻¹ * (g * ‖offAxis 𝕜 u y‖) := by ring
    _ ≤ ‖y‖⁻¹ * (‖x‖ + eps * ‖y‖) :=
      mul_le_mul_of_nonneg_left hcore (inv_pos.mpr hpos).le
    _ = ‖x‖ / ‖y‖ + eps := by field_simp
```

## Why the solution is large

The bound is useful only when \(\|x\|/\|y\|\) is small compared with \(g\). Projecting the perturbed equation on \(u\) gives

\[
\langle u,x\rangle=(l-s)\langle u,y\rangle+\langle u,Ey\rangle ,
\]

and both \(|\langle u,y\rangle|\le\|y\|\) and \(|\langle u,Ey\rangle|\le\varepsilon\|y\|\) hold, so

\[
|\langle u,x\rangle|\le(|l-s|+\varepsilon)\|y\| .
\]

A starting vector with a fair overlap with \(u\) thus forces a large solution when the shift is good and the solver accurate.

```lean
/-- Growth of the solution: for symmetric `A` with `A u = l u`, `‖u‖ = 1`, and
`‖E z‖ ≤ eps ‖z‖`, a solution of `(A - s + E) y = x` obeys
`|⟨u, x⟩| ≤ (|l - s| + eps) ‖y‖`. -/
theorem overlap_le_growth (hA : A.IsSymmetric) (hn : ‖u‖ = 1) (hu : A u = (l : 𝕜) • u)
    (hE : ∀ z, ‖E z‖ ≤ eps * ‖z‖) (h : A y - s • y + E y = x) :
    ‖⟪u, x⟫_𝕜‖ ≤ (‖(l : 𝕜) - s‖ + eps) * ‖y‖ := by
  have h1 := norm_inner_le_norm (𝕜 := 𝕜) u y
  have h2 := norm_inner_le_norm (𝕜 := 𝕜) u (E y)
  rw [hn, one_mul] at h1 h2
  rw [← h, inner_add_right, inner_shift hA hu]
  have h3 := norm_add_le (((l : 𝕜) - s) * ⟪u, y⟫_𝕜) ⟪u, E y⟫_𝕜
  rw [norm_mul] at h3
  have h4 := mul_le_mul_of_nonneg_left h1 (norm_nonneg ((l : 𝕜) - s))
  linarith [hE y]
```

If \(\langle u,x\rangle\neq0\), then \(x\neq0\) and hence \(y\neq0\). Inserting the growth estimate into the error bound removes \(\|y\|\) from the right-hand side:

\[
\left\|P\frac{y}{\|y\|}\right\|\le\frac1g\left(\frac{(|l-s|+\varepsilon)\|x\|}{|\langle u,x\rangle|}+\varepsilon\right).
\]

At \(s=l\) this reads \((\varepsilon/g)\,(1+\|x\|/|\langle u,x\rangle|)\): after a single solve the error is at most of the order of \(\varepsilon/g\), unless the overlap is poor.

```lean
/-- A priori bound: under the assumptions on `A`, `u`, `g` and `E` of `inverse_iteration_error`, a
right-hand side `x` not orthogonal to `u` gives a normalised solution whose error is bounded through
`|l - s|`, `eps`, `g`, `‖x‖` and the overlap `⟨u, x⟩`. -/
theorem a_priori_error (hA : A.IsSymmetric) (hn : ‖u‖ = 1) (hu : A u = (l : 𝕜) • u)
    (hg : 0 < g) (hgap : HasGap A u s g) (hE : ∀ z, ‖E z‖ ≤ eps * ‖z‖)
    (h : A y - s • y + E y = x) (hx : ⟪u, x⟫_𝕜 ≠ 0) :
    ‖normalized 𝕜 y‖ = 1 ∧ ‖offAxis 𝕜 u (normalized 𝕜 y)‖ ≤
      ((‖(l : 𝕜) - s‖ + eps) * ‖x‖ / ‖⟪u, x⟫_𝕜‖ + eps) / g := by
  have hy : y ≠ 0 := by
    rintro rfl
    apply hx
    rw [← h]
    simp
  obtain ⟨h1, h2⟩ := inverse_iteration_error hA hn hu hg hgap hE h hy
  refine ⟨h1, h2.trans ?_⟩
  have h3 : ‖x‖ / ‖y‖ ≤ (‖(l : 𝕜) - s‖ + eps) * ‖x‖ / ‖⟪u, x⟫_𝕜‖ := by
    rw [div_le_div_iff₀ (norm_pos_iff.mpr hy) (norm_pos_iff.mpr hx)]
    have h4 := mul_le_mul_of_nonneg_left (overlap_le_growth hA hn hu hE h) (norm_nonneg x)
    linarith
  gcongr
```

## The gap from a list of eigenvalues

The results so far need no finite dimension, only an operator defined on all of \(H\). In finite dimension the assumptions can be read off a spectrum. Let \(b_i\) be an orthonormal basis with \(Ab_i=l_ib_i\) and real \(l_i\). Expanding in this basis gives \(\langle b_i,Aw\rangle=l_i\langle b_i,w\rangle\), called `key` in the code, and then

\[
\langle Av,w\rangle=\sum_i l_i\,\overline{\langle b_i,v\rangle}\,\langle b_i,w\rangle=\langle v,Aw\rangle ,
\]

so \(A\) is symmetric. Suppose that \(|l_i-s|\ge g\) for all \(i\neq j\), and let \(w\) be orthogonal to \(b_j\). For \(g\ge0\), Parseval's identity gives

\[
\|(A-s)w\|^2=\sum_{i\ne j}|l_i-s|^2|\langle b_i,w\rangle|^2\ge g^2\|w\|^2 .
\]

For negative \(g\) the gap inequality is trivial. If \(l_j\) is degenerate, another \(l_i\) equals it, so \(g\) cannot exceed \(|l_j-s|\), and for a close shift the bound no longer protects the direction of \(u\): round-off can turn \(y\) within the eigenspace, where every nonzero vector is an eigenvector. The bound is therefore informative for a nondegenerate eigenvalue that is well separated from the others.

```lean
/-- An operator with an orthonormal eigenbasis and real eigenvalues `l i` is symmetric, and if
`|l i - s| ≥ g` for all `i ≠ j`, then `A - s` is bounded below by `g` orthogonally to `b j`. -/
theorem gap_of_eigenbasis {ι : Type*} [Fintype ι] (b : OrthonormalBasis ι 𝕜 H) (l : ι → ℝ)
    (hb : ∀ i, A (b i) = (l i : 𝕜) • b i) (j : ι)
    (hg : ∀ i, i ≠ j → g ≤ ‖(l i : 𝕜) - s‖) : A.IsSymmetric ∧ HasGap A (b j) s g := by
  classical
  have key : ∀ i w, ⟪b i, A w⟫_𝕜 = (l i : 𝕜) * ⟪b i, w⟫_𝕜 := by
    intro i w
    conv_lhs => rw [← b.sum_repr' w]
    simp only [map_sum, map_smul, hb, inner_sum, inner_smul_right,
      orthonormal_iff_ite.mp b.orthonormal]
    simp [mul_comm]
  have parseval : ∀ v, ∑ i, ‖⟪b i, v⟫_𝕜‖ ^ 2 = ‖v‖ ^ 2 := by
    intro v
    rw [← b.repr.norm_map v, EuclideanSpace.norm_sq_eq]
    simp only [b.repr_apply_apply]
  constructor
  · intro v w
    rw [← b.sum_inner_mul_inner (A v) w, ← b.sum_inner_mul_inner v (A w)]
    refine Finset.sum_congr rfl fun i _ => ?_
    rw [← inner_conj_symm (A v) (b i), key i v, map_mul, RCLike.conj_ofReal,
      inner_conj_symm, key i w]
    ring
  · intro w hw
    rcases le_or_gt 0 g with h0 | h0
    · -- compare the squared norms component by component
      refine (pow_le_pow_iff_left₀ (mul_nonneg h0 (norm_nonneg w)) (norm_nonneg _)
        two_ne_zero).mp ?_
      rw [mul_pow, ← parseval w, ← parseval (A w - s • w), Finset.mul_sum]
      refine Finset.sum_le_sum fun i _ => ?_
      rw [inner_sub_right, key, inner_smul_right, ← sub_mul, norm_mul, mul_pow]
      by_cases hij : i = j
      · rw [hij, hw]
        simp
      · have := hg i hij
        gcongr
    · nlinarith [norm_nonneg (A w - s • w), mul_nonneg (neg_nonneg.2 h0.le) (norm_nonneg w)]
```

## A two-level system that attains the bound

Take eigenvalues \(l\) and \(l+g\) with orthonormal eigenvectors \(b_0\) and \(b_1\), and put the shift exactly at \(s=l\). Let

\[
y=p\,b_0+q\,b_1,\qquad p^2+q^2=1,\qquad 0\le\varepsilon\le gq,
\]

with real \(p\) and \(q\), and let \(Ez=-\varepsilon\langle y,z\rangle b_1\). Since \(y\) and \(b_1\) are unit vectors, \(\|Ez\|\le\varepsilon\|z\|\). The perturbed equation gives

\[
(A-l)y+Ey=gq\,b_1-\varepsilon\,b_1=(gq-\varepsilon)\,b_1=x .
\]

The error is \(\|Py\|=q\), and the bound is

\[
\frac{\|x\|/\|y\|+\varepsilon}{g}=\frac{(gq-\varepsilon)+\varepsilon}{g}=q .
\]

Hence the constant in the error bound cannot be improved in general. At \(\varepsilon=gq\) the right-hand side \(x\) vanishes and the whole error \(q=\varepsilon/g\) comes from round-off; this is a limiting case, since the zero vector is not an admissible starting vector. The perturbed operator is singular here, because \(A-l\) and \(E\) both map into the line of \(b_1\), so \(y\) is one of many solutions; the error bound holds for each nonzero one. In this example \(x\) is orthogonal to \(u=b_0\), so it tests the bound in terms of \(\|x\|/\|y\|\) and not the one in terms of the starting overlap.

The theorem lists the properties in this order: symmetry and gap, the size of the perturbation, \(\|y\|=1\), the perturbed equation, and equality. The first pair comes from the eigenbasis result, applied to the two eigenvalues.

```lean
/-- Sharpness: in a two-level system with eigenvalues `l` and `l + g`, `g > 0`, and shift `s = l`,
take `y = p b₀ + q b₁` with `p² + q² = 1` and `0 ≤ eps ≤ g q`, and let `x = (g q - eps) b₁`. The
perturbation `alignedNoise` then meets the assumptions of `inverse_iteration_error` with equality in
its bound. -/
theorem error_bound_sharp (b : OrthonormalBasis (Fin 2) 𝕜 H) {p q : ℝ}
    (h0 : A (b 0) = (l : 𝕜) • b 0) (h1 : A (b 1) = ((l + g : ℝ) : 𝕜) • b 1)
    (hg : 0 < g) (hpq : p ^ 2 + q ^ 2 = 1) (he : 0 ≤ eps) (heq : eps ≤ g * q)
    (hy : y = (p : 𝕜) • b 0 + (q : 𝕜) • b 1) (hx : x = ((g * q - eps : ℝ) : 𝕜) • b 1) :
    (A.IsSymmetric ∧ HasGap A (b 0) (l : 𝕜) g) ∧
      (∀ z, ‖alignedNoise 𝕜 eps y (b 1) z‖ ≤ eps * ‖z‖) ∧ ‖y‖ = 1 ∧
      A y - (l : 𝕜) • y + alignedNoise 𝕜 eps y (b 1) y = x ∧
      ‖offAxis 𝕜 (b 0) y‖ = (‖x‖ / ‖y‖ + eps) / g := by
  have n0 : ‖b 0‖ = 1 := b.orthonormal.1 0
  have n1 : ‖b 1‖ = 1 := b.orthonormal.1 1
  have o : ⟪b 0, b 1⟫_𝕜 = 0 := b.orthonormal.2 (by decide)
  have hq : 0 ≤ q := (mul_nonneg_iff_of_pos_left hg).mp (he.trans heq)
  have hy2 : ‖y‖ ^ 2 = 1 := by
    rw [hy, norm_add_sq (𝕜 := 𝕜), inner_smul_left, inner_smul_right, o, norm_smul,
      norm_smul, n0, n1, RCLike.norm_ofReal, RCLike.norm_ofReal]
    simp [sq_abs, hpq]
  have hny : ‖y‖ = 1 :=
    (sq_eq_sq₀ (norm_nonneg y) zero_le_one).mp (by rw [hy2, one_pow])
  have yy : ⟪y, y⟫_𝕜 = 1 := by
    rw [inner_self_eq_norm_sq_to_K, hny]
    simp
  have off : offAxis 𝕜 (b 0) y = (q : 𝕜) • b 1 := by
    unfold offAxis
    rw [hy, inner_add_right, inner_smul_right, inner_smul_right, o,
      inner_self_eq_norm_sq_to_K, n0]
    simp
  refine ⟨?_, ?_, hny, ?_, ?_⟩
  · refine gap_of_eigenbasis b ![l, l + g] ?_ 0 ?_
    · exact Fin.forall_fin_two.mpr ⟨by simpa using h0, by simpa using h1⟩
    · exact Fin.forall_fin_two.mpr ⟨fun h => absurd rfl h, fun _ => by simp [le_abs_self]⟩
  · intro z
    change ‖(-((eps : 𝕜) * ⟪y, z⟫_𝕜)) • b 1‖ ≤ eps * ‖z‖
    rw [norm_smul, norm_neg, norm_mul, RCLike.norm_ofReal, abs_of_nonneg he, n1, mul_one]
    have h2 := norm_inner_le_norm (𝕜 := 𝕜) y z
    rw [hny, one_mul] at h2
    exact mul_le_mul_of_nonneg_left h2 he
  · change A y - (l : 𝕜) • y + (-((eps : 𝕜) * ⟪y, y⟫_𝕜)) • b 1 = x
    rw [yy, hx, hy, map_add, map_smul, map_smul, h0, h1]
    push_cast
    module
  · rw [off, hny, hx, norm_smul, norm_smul, n1, RCLike.norm_ofReal, RCLike.norm_ofReal,
      abs_of_nonneg hq, abs_of_nonneg (sub_nonneg.2 heq), eq_div_iff hg.ne']
    ring

end

end InverseIterationRoundOff
```

```lean
#print axioms InverseIterationRoundOff.inverse_iteration_error
#print axioms InverseIterationRoundOff.a_priori_error
#print axioms InverseIterationRoundOff.error_bound_sharp
```

```
'InverseIterationRoundOff.inverse_iteration_error' depends on axioms: [propext, Classical.choice, Quot.sound]
'InverseIterationRoundOff.a_priori_error' depends on axioms: [propext, Classical.choice, Quot.sound]
'InverseIterationRoundOff.error_bound_sharp' depends on axioms: [propext, Classical.choice, Quot.sound]
```

For a matrix Hamiltonian in an orthonormal basis, this means that the eigenvector of a nondegenerate level can be computed with a shift placed almost on that level, as long as the backward error of the linear solve is small compared with the gap and the starting vector has a fair overlap with the eigenvector.
